# A real three-state Hamiltonian with all couplings nonzero has a degenerate level exactly when two equations hold

I vary one parameter in a real symmetric 3 by 3 Hamiltonian and diagonalise at each step. Two levels come very close, and I can't tell from the numbers whether they meet or narrowly avoid each other. A small computed gap fits both cases, and the grid may step over the point where they meet.

I believe the matrix entries settle the question directly. If all three couplings are nonzero, some level should be degenerate exactly when these three numbers agree:

H₀₀ − H₀₁H₀₂/H₁₂

H₁₁ − H₀₁H₁₂/H₀₂

H₂₂ − H₀₂H₁₂/H₀₁

That makes two real conditions. Can this be derived rigorously, in both directions, and checked by machine in Lean?

## A degenerate level contains a state with a node on any site

Yes. Take the basis to be orthonormal and call its states sites 0, 1, 2, so that Hᵢᵢ are site energies and Hᵢⱼ = Hⱼᵢ are couplings. Suppose the level μ has an eigenspace of dimension at least 2. Reading off the amplitude on one chosen site is a linear map from this space to the real numbers. Its kernel has dimension at least 1, so there is a nonzero eigenstate v with no amplitude on that site.

Let i, j, k be the three sites in any order, and choose vⱼ = 0. Rows i and j of Hv = μv become

(Hᵢᵢ − μ)vᵢ + Hᵢₖvₖ = 0

Hᵢⱼvᵢ + Hⱼₖvₖ = 0

Multiply the first by Hⱼₖ and the second by Hᵢₖ, then subtract:

[(Hᵢᵢ − μ)Hⱼₖ − HᵢⱼHᵢₖ]vᵢ = 0

If vᵢ ≠ 0, the bracket vanishes. If vᵢ = 0, then vₖ ≠ 0, the two rows give Hᵢₖ = Hⱼₖ = 0, and the bracket vanishes again. Taking i = 0, 1, 2 in turn gives

(A) (H₀₀ − μ)H₁₂ = H₀₁H₀₂

(B) (H₁₁ − μ)H₀₂ = H₀₁H₁₂

(C) (H₂₂ − μ)H₀₁ = H₀₂H₁₂

No coupling has been assumed nonzero so far.

## Two explicit states give the converse

Now let A, B and C hold for some μ, with nonzero couplings, and take

u = (H₁₂, −H₀₂, 0)

w = (0, H₀₂, −H₀₁)

The rows of Hu are

H₀₀H₁₂ − H₀₁H₀₂ = μH₁₂, by A

H₀₁H₁₂ − H₁₁H₀₂ = −μH₀₂, by B

H₀₂H₁₂ − H₁₂H₀₂ = 0

and those of Hw are

H₀₁H₀₂ − H₀₂H₀₁ = 0

H₁₁H₀₂ − H₁₂H₀₁ = μH₀₂, by B

H₁₂H₀₂ − H₂₂H₀₁ = −μH₀₁, by C

So both are eigenstates at μ. If su + tw = 0, the first component gives sH₁₂ = 0 and the last gives tH₀₁ = 0, hence s = t = 0. The eigenspace therefore has dimension at least 2. The normalised states are u/√(H₁₂² + H₀₂²) and w/√(H₀₂² + H₀₁²); they are not orthogonal to each other.

Dividing A, B and C by H₁₂, H₀₂ and H₀₁ says that each of the three numbers in the question equals μ. A suitable μ exists exactly when they agree, and their common value is the degenerate energy. For fixed couplings and fixed H₁₁, the two equations determine H₀₀ and H₂₂.

## The third level, equal sites and the open chain

Keep all three couplings nonzero for now. At a degeneracy, set λ = H₀₀ + H₁₁ + H₂₂ − 2μ and x = (H₀₁H₀₂, H₀₁H₁₂, H₀₂H₁₂). By B and C, the first row of Hx is

H₀₀H₀₁H₀₂ + H₀₁(H₁₁ − μ)H₀₂ + H₀₂(H₂₂ − μ)H₀₁ = λH₀₁H₀₂

The second row works in the same way with A and C, and the third with A and B. So x is an eigenstate at λ, and its normalised form is x/√N with

N = (H₀₁H₀₂)² + (H₀₁H₁₂)² + (H₀₂H₁₂)²

Multiplying λ − μ = (H₀₀ − μ) + (H₁₁ − μ) + (H₂₂ − μ) by H₀₁H₀₂H₁₂ and using A, B and C gives N, which is positive. Hence λ ≠ μ.

If all site energies equal ε, put t = ε − μ. The relations become tH₁₂ = H₀₁H₀₂, tH₀₂ = H₀₁H₁₂ and tH₀₁ = H₀₂H₁₂. Computing tH₀₁H₀₂ in two ways gives H₀₂²H₁₂ = H₀₁²H₁₂, so H₀₁² = H₀₂². Computing tH₀₂H₁₂ in two ways gives H₀₁H₁₂² = H₀₁H₀₂², so H₀₂² = H₁₂². Conversely, if the squares agree, t = H₀₁H₀₂/H₁₂ satisfies all three relations.

If exactly one coupling vanishes, say Hᵢⱼ = 0, the relation for the middle site k of the chain reads 0 = HₖᵢHₖⱼ. The right side is nonzero, so no level is degenerate.

## The Lean file

```lean
import Mathlib

open Matrix

namespace AccidentalDegeneracy

/-- The energy `μ` is a degenerate level of the three-state Hamiltonian `H`: its eigenspace
has dimension at least two. -/
def IsDegenerateLevel (H : Matrix (Fin 3) (Fin 3) ℝ) (μ : ℝ) : Prop :=
  2 ≤ Module.finrank ℝ (Module.End.eigenspace (Matrix.toLin' H) μ)

/-- A degenerate level has a nonzero eigenstate whose amplitude vanishes on any
prescribed site `k`. -/
theorem exists_eigenstate_with_node {H : Matrix (Fin 3) (Fin 3) ℝ} {μ : ℝ}
    (h : IsDegenerateLevel H μ) (k : Fin 3) :
    ∃ v : Fin 3 → ℝ, v ≠ 0 ∧ H *ᵥ v = μ • v ∧ v k = 0 := by
  by_contra hn
  -- otherwise the amplitude on site `k` would embed the eigenspace into a line
  let f : Module.End.eigenspace (Matrix.toLin' H) μ →ₗ[ℝ] ℝ :=
    (LinearMap.proj k : (Fin 3 → ℝ) →ₗ[ℝ] ℝ) ∘ₗ
      (Module.End.eigenspace (Matrix.toLin' H) μ).subtype
  have inj : Function.Injective f := by
    rw [injective_iff_map_eq_zero]
    intro v hv
    by_contra hv0
    have hm := Module.End.mem_eigenspace_iff.1 v.2
    rw [Matrix.toLin'_apply] at hm
    exact hn ⟨v.1, fun h0 => hv0 (Subtype.ext h0), hm, hv⟩
  have hle := LinearMap.finrank_le_finrank_of_injective inj
  rw [Module.finrank_self] at hle
  exact absurd (le_trans h hle) (by norm_num)

/-- A sum over the three sites, written out in any order of the sites. -/
theorem sum_three {i j k : Fin 3} (hij : i ≠ j) (hik : i ≠ k) (hjk : j ≠ k)
    (f : Fin 3 → ℝ) : ∑ l, f l = f i + f j + f k := by
  have hu : ∀ i j k : Fin 3, i ≠ j → i ≠ k → j ≠ k →
      (Finset.univ : Finset (Fin 3)) = {i, j, k} := by decide
  rw [hu i j k hij hik hjk, Finset.sum_insert (by simp [hij, hik]), Finset.sum_pair hjk]
  ring

/-- At a degenerate level `μ` of a real symmetric Hamiltonian, the site energies and couplings
obey `(H_ii - μ) H_jk = H_ij H_ik` for distinct sites `i`, `j`, `k`. -/
theorem coupling_relation {H : Matrix (Fin 3) (Fin 3) ℝ} (hH : H.IsSymm) {μ : ℝ}
    (h : IsDegenerateLevel H μ) {i j k : Fin 3} (hij : i ≠ j) (hik : i ≠ k) (hjk : j ≠ k) :
    (H i i - μ) * H j k = H i j * H i k := by
  obtain ⟨v, hv0, hv, hj⟩ := exists_eigenstate_with_node h j
  have row : ∀ l, H l i * v i + H l j * v j + H l k * v k = μ * v l := by
    intro l
    rw [← sum_three hij hik hjk (fun m => H l m * v m)]
    exact congrFun hv l
  have ri := row i
  have rj := row j
  have hs : H j i = H i j := hH.apply i j
  by_cases hi : v i = 0
  · -- the state sits on site `k` alone, so `k` is decoupled
    have hk : v k ≠ 0 := by
      intro hk
      have hc : ∀ i j k l : Fin 3, i ≠ j → i ≠ k → j ≠ k → l = i ∨ l = j ∨ l = k := by
        decide
      apply hv0
      funext l
      rcases hc i j k l hij hik hjk with e | e | e
      · rw [e]; exact hi
      · rw [e]; exact hj
      · rw [e]; exact hk
    have h1 : H i k * v k = 0 := by
      linear_combination ri - (H i i - μ) * hi - H i j * hj
    have h2 : H j k * v k = 0 := by
      linear_combination rj - H j i * hi - (H j j - μ) * hj
    rw [(mul_eq_zero.1 h1).resolve_right hk, (mul_eq_zero.1 h2).resolve_right hk]
    ring
  · -- eliminate the amplitude on site `k` from two secular equations
    apply mul_right_cancel₀ hi
    linear_combination H j k * ri - H i k * rj + H i k * v i * hs
      - (H j k * H i j - H i k * H j j + H i k * μ) * hj

/-- Three secular equations for the amplitudes `p`, `q`, `r` make up the eigenvalue equation. -/
theorem eigenstate_of_rows {H : Matrix (Fin 3) (Fin 3) ℝ} {μ p q r : ℝ}
    (h0 : H 0 0 * p + H 0 1 * q + H 0 2 * r = μ * p)
    (h1 : H 1 0 * p + H 1 1 * q + H 1 2 * r = μ * q)
    (h2 : H 2 0 * p + H 2 1 * q + H 2 2 * r = μ * r) :
    ![p, q, r] ∈ Module.End.eigenspace (Matrix.toLin' H) μ := by
  rw [Module.End.mem_eigenspace_iff, Matrix.toLin'_apply]
  ext i
  fin_cases i
  · simpa [Matrix.mulVec, dotProduct, Fin.sum_univ_three] using h0
  · simpa [Matrix.mulVec, dotProduct, Fin.sum_univ_three] using h1
  · simpa [Matrix.mulVec, dotProduct, Fin.sum_univ_three] using h2

/-- For a real symmetric `H` with `H_01` and `H_12` nonzero, a given energy `μ` is a degenerate
level exactly when three relations between site energies and couplings hold. -/
theorem isDegenerateLevel_iff {H : Matrix (Fin 3) (Fin 3) ℝ} (hH : H.IsSymm)
    (h01 : H 0 1 ≠ 0) (h12 : H 1 2 ≠ 0) (μ : ℝ) :
    IsDegenerateLevel H μ ↔ (H 0 0 - μ) * H 1 2 = H 0 1 * H 0 2 ∧
      (H 1 1 - μ) * H 0 2 = H 0 1 * H 1 2 ∧ (H 2 2 - μ) * H 0 1 = H 0 2 * H 1 2 := by
  have s10 : H 1 0 = H 0 1 := hH.apply 0 1
  have s20 : H 2 0 = H 0 2 := hH.apply 0 2
  have s21 : H 2 1 = H 1 2 := hH.apply 1 2
  constructor
  · intro h
    have A := coupling_relation hH h (i := 0) (j := 1) (k := 2) (by decide) (by decide) (by decide)
    have B := coupling_relation hH h (i := 1) (j := 0) (k := 2) (by decide) (by decide) (by decide)
    have C := coupling_relation hH h (i := 2) (j := 0) (k := 1) (by decide) (by decide) (by decide)
    rw [s10] at B
    rw [s20, s21] at C
    exact ⟨A, B, C⟩
  · rintro ⟨A, B, C⟩
    -- two explicit eigenstates, each with a node on one site
    have hu : ![H 1 2, -H 0 2, 0] ∈ Module.End.eigenspace (Matrix.toLin' H) μ := by
      apply eigenstate_of_rows
      · linear_combination A
      · rw [s10]; linear_combination -B
      · rw [s20, s21]; ring
    have hv : ![0, H 0 2, -H 0 1] ∈ Module.End.eigenspace (Matrix.toLin' H) μ := by
      apply eigenstate_of_rows
      · ring
      · linear_combination B
      · rw [s21]; linear_combination -C
    have hli : LinearIndependent ℝ
        ![(⟨_, hu⟩ : Module.End.eigenspace (Matrix.toLin' H) μ), ⟨_, hv⟩] := by
      rw [LinearIndependent.pair_iff]
      intro s t hst
      have e := congrArg Subtype.val hst
      have e0 : s * H 1 2 + t * 0 = 0 := congrFun e 0
      have e2 : s * 0 + t * (-H 0 1) = 0 := congrFun e 2
      exact ⟨by simpa [h12] using e0, by simpa [h01] using e2⟩
    have hcard := hli.fintype_card_le_finrank
    rw [Fintype.card_fin] at hcard
    exact hcard

/-- A real symmetric three-state Hamiltonian with all couplings nonzero has a degenerate level
if and only if its three reduced site energies `H_ii - H_ij H_ik / H_jk` are equal. -/
theorem exists_degenerate_level_iff {H : Matrix (Fin 3) (Fin 3) ℝ} (hH : H.IsSymm)
    (h01 : H 0 1 ≠ 0) (h02 : H 0 2 ≠ 0) (h12 : H 1 2 ≠ 0) :
    (∃ μ, IsDegenerateLevel H μ) ↔
      H 0 0 - H 0 1 * H 0 2 / H 1 2 = H 1 1 - H 0 1 * H 1 2 / H 0 2 ∧
      H 1 1 - H 0 1 * H 1 2 / H 0 2 = H 2 2 - H 0 2 * H 1 2 / H 0 1 := by
  have key : ∀ d p q μ : ℝ, q ≠ 0 → (d - p / q = μ ↔ (d - μ) * q = p) := by
    intro d p q μ hq
    constructor
    · intro h
      rw [← h, sub_sub_cancel, div_mul_cancel₀ _ hq]
    · intro h
      rw [← h, mul_div_cancel_right₀ _ hq, sub_sub_cancel]
  constructor
  · rintro ⟨μ, h⟩
    obtain ⟨A, B, C⟩ := (isDegenerateLevel_iff hH h01 h12 μ).1 h
    have A' := (key _ _ _ _ h12).2 A
    have B' := (key _ _ _ _ h02).2 B
    have C' := (key _ _ _ _ h01).2 C
    exact ⟨A'.trans B'.symm, B'.trans C'.symm⟩
  · rintro ⟨h1, h2⟩
    -- the common value is the degenerate level
    exact ⟨H 1 1 - H 0 1 * H 1 2 / H 0 2, (isDegenerateLevel_iff hH h01 h12 _).2
      ⟨(key _ _ _ _ h12).1 h1, (key _ _ _ _ h02).1 rfl, (key _ _ _ _ h01).1 h2.symm⟩⟩

/-- If `μ` is a degenerate level of a real symmetric `H` and all couplings are nonzero, then `tr H -
2μ` is a level different from `μ`, with an eigenstate given by products of couplings. -/
theorem remaining_level {H : Matrix (Fin 3) (Fin 3) ℝ} (hH : H.IsSymm)
    (h01 : H 0 1 ≠ 0) (h02 : H 0 2 ≠ 0) (h12 : H 1 2 ≠ 0) {μ : ℝ}
    (h : IsDegenerateLevel H μ) :
    Module.End.HasEigenvector (Matrix.toLin' H) (H 0 0 + H 1 1 + H 2 2 - 2 * μ)
      ![H 0 1 * H 0 2, H 0 1 * H 1 2, H 0 2 * H 1 2] ∧
    H 0 0 + H 1 1 + H 2 2 - 2 * μ ≠ μ := by
  obtain ⟨A, B, C⟩ := (isDegenerateLevel_iff hH h01 h12 μ).1 h
  have s10 : H 1 0 = H 0 1 := hH.apply 0 1
  have s20 : H 2 0 = H 0 2 := hH.apply 0 2
  have s21 : H 2 1 = H 1 2 := hH.apply 1 2
  refine ⟨⟨?_, ?_⟩, ?_⟩
  · apply eigenstate_of_rows
    · linear_combination -H 0 1 * B - H 0 2 * C
    · rw [s10]; linear_combination -H 0 1 * A - H 1 2 * C
    · rw [s20, s21]; linear_combination -H 0 2 * A - H 1 2 * B
  · intro h0
    have e : H 0 1 * H 0 2 = 0 := congrFun h0 0
    exact mul_ne_zero h01 h02 e
  · intro e
    -- equality would make a sum of nonzero squares vanish
    have hz : (H 0 1 * H 0 2) ^ 2 + (H 0 1 * H 1 2) ^ 2 + (H 0 2 * H 1 2) ^ 2 = 0 := by
      linear_combination H 0 1 * H 0 2 * H 1 2 * e - H 0 1 * H 0 2 * A
        - H 0 1 * H 1 2 * B - H 0 2 * H 1 2 * C
    have hp : 0 < (H 0 1 * H 0 2) ^ 2 + (H 0 1 * H 1 2) ^ 2 + (H 0 2 * H 1 2) ^ 2 := by
      positivity
    exact hp.ne' hz

/-- A real symmetric three-state Hamiltonian with equal site energies and nonzero couplings `H_01`
and `H_12` has a degenerate level if and only if all three couplings have equal squares. -/
theorem equal_sites_degenerate_iff {H : Matrix (Fin 3) (Fin 3) ℝ} (hH : H.IsSymm)
    (h01 : H 0 1 ≠ 0) (h12 : H 1 2 ≠ 0)
    (e1 : H 1 1 = H 0 0) (e2 : H 2 2 = H 0 0) :
    (∃ μ, IsDegenerateLevel H μ) ↔ H 0 1 ^ 2 = H 0 2 ^ 2 ∧ H 0 2 ^ 2 = H 1 2 ^ 2 := by
  constructor
  · rintro ⟨μ, h⟩
    obtain ⟨A, B, C⟩ := (isDegenerateLevel_iff hH h01 h12 μ).1 h
    rw [e1] at B
    rw [e2] at C
    constructor
    · apply mul_right_cancel₀ h12
      linear_combination H 0 2 * C - H 0 1 * B
    · apply mul_right_cancel₀ h01
      linear_combination H 1 2 * B - H 0 2 * A
  · rintro ⟨p, q⟩
    obtain ⟨t, ht⟩ : ∃ t : ℝ, t * H 1 2 = H 0 1 * H 0 2 :=
      ⟨H 0 1 * H 0 2 / H 1 2, div_mul_cancel₀ _ h12⟩
    refine ⟨H 0 0 - t, (isDegenerateLevel_iff hH h01 h12 _).2 ⟨?_, ?_, ?_⟩⟩
    · linear_combination ht
    · rw [e1]
      apply mul_right_cancel₀ h12
      linear_combination H 0 2 * ht + H 0 1 * q
    · rw [e2]
      apply mul_right_cancel₀ h12
      linear_combination H 0 1 * ht + H 0 2 * p + H 0 2 * q

/-- If exactly one of the three couplings of a real symmetric three-state Hamiltonian vanishes, the
Hamiltonian has no degenerate level, whatever the site energies. -/
theorem open_chain_not_degenerate {H : Matrix (Fin 3) (Fin 3) ℝ} (hH : H.IsSymm)
    {i j k : Fin 3} (hij : i ≠ j) (hik : i ≠ k) (hjk : j ≠ k)
    (h0 : H i j = 0) (h1 : H i k ≠ 0) (h2 : H j k ≠ 0) (μ : ℝ) :
    ¬ IsDegenerateLevel H μ := by
  intro h
  have r := coupling_relation hH h hik.symm hjk.symm hij
  rw [h0, mul_zero, hH.apply i k, hH.apply j k] at r
  exact mul_ne_zero h1 h2 r.symm

end AccidentalDegeneracy
```

```lean
#print axioms AccidentalDegeneracy.exists_degenerate_level_iff
#print axioms AccidentalDegeneracy.remaining_level
#print axioms AccidentalDegeneracy.equal_sites_degenerate_iff
#print axioms AccidentalDegeneracy.open_chain_not_degenerate
```

```
'AccidentalDegeneracy.exists_degenerate_level_iff' depends on axioms: [propext, Classical.choice, Quot.sound]
'AccidentalDegeneracy.remaining_level' depends on axioms: [propext, Classical.choice, Quot.sound]
'AccidentalDegeneracy.equal_sites_degenerate_iff' depends on axioms: [propext, Classical.choice, Quot.sound]
'AccidentalDegeneracy.open_chain_not_degenerate' depends on axioms: [propext, Classical.choice, Quot.sound]
```

## What the Lean statements say about the physics

`Matrix (Fin 3) (Fin 3) ℝ` is a real matrix with indices 0, 1, 2, and `H.IsSymm` is the symmetry Hᵢⱼ = Hⱼᵢ. Such a matrix arises, for example, when a Hamiltonian is invariant under time reversal and is written in an orthonormal basis of states that time reversal leaves unchanged. `IsDegenerateLevel H μ` says that the eigenspace of the linear map `Matrix.toLin' H` at μ has dimension at least 2.

The main theorem, `exists_degenerate_level_iff`, takes a symmetric `H` with `H 0 1`, `H 0 2` and `H 1 2` nonzero. It equates the existence of a degenerate μ with two equalities, first against second and second against third. `isDegenerateLevel_iff` treats a given μ through A, B and C, and needs only `H 0 1` and `H 1 2` nonzero. `equal_sites_degenerate_iff` has the same two coupling hypotheses. `remaining_level` gives x as an eigenvector at λ and states λ ≠ μ, so a triple degeneracy is excluded when all couplings are nonzero.

The theorems concern one fixed matrix with exact entries. In a scan over one parameter with all couplings nonzero, a level is degenerate only at a parameter value where both equations hold at once. If the entries are known only approximately, near equality of the three numbers does not prove a degeneracy. The theorems do not cover complex couplings, such as those produced by a magnetic flux, or larger matrices. Nor do they separate accidental degeneracy from degeneracy forced by a spatial symmetry: three equivalent sites on a triangle satisfy the same equations. In a real three-state diabatic model of a molecule, the two equations locate geometries where adiabatic potential energy surfaces, the eigenvalues of H, touch, provided that all three couplings are nonzero there.

Without the nonzero hypotheses the main theorem's formula would still compile, but the statement would be false. Lean sets division by zero to zero, so for equal site energies with H₀₂ = 0 and the other couplings nonzero, all three expressions equal the site energy. The two equalities then hold, yet `open_chain_not_degenerate` shows that no level is degenerate.

## How the Lean proof follows the derivation

`exists_eigenstate_with_node` argues by contradiction. If no nonzero eigenstate vanished on site `k`, the amplitude map `f` would be injective, and a space of dimension at least 2 would embed into a line. `LinearMap.finrank_le_finrank_of_injective` turns this into the false inequality 2 ≤ 1.

`coupling_relation` performs the elimination. `sum_three` writes a matrix row in the order i, j, k, and `by_cases` separates vᵢ = 0 from vᵢ ≠ 0. In the second case `mul_right_cancel₀` removes the factor vᵢ. The leading terms `H j k * ri - H i k * rj` are the subtraction above; the other terms account for vⱼ = 0 and the symmetry of H. The tactic `linear_combination` checks that the goal follows from the named equations with the given coefficients.

In `isDegenerateLevel_iff`, the forward direction applies `coupling_relation` three times. The reverse direction supplies u and w, with `eigenstate_of_rows` assembling three row equations into membership of the eigenspace. `LinearIndependent.pair_iff` reduces independence to showing that su + tw = 0 forces s = t = 0, which the first and last components give, and `fintype_card_le_finrank` converts two independent vectors into the dimension bound.

The main theorem then needs only the division step. Its local statement `key` says that d − p/q = μ is equivalent to (d − μ)q = p when q ≠ 0. For the reverse direction, the second of the three expressions is supplied as μ.

`remaining_level` checks the rows of Hx, and `positivity` proves N > 0, which contradicts λ = μ. `equal_sites_degenerate_iff` cancels a nonzero coupling after each double computation. `open_chain_not_degenerate` applies `coupling_relation` to the middle site.
